# Maximum overlap of a real symmetric pair function with normalised functions of rank at most r

To compress a two-electron singlet function, I diagonalise its real symmetric amplitude matrix $C$, keep the $r$ natural orbitals whose eigenvalues are largest in absolute value, and renormalise. I take it that no normalised function with an amplitude matrix of rank at most $r$ overlaps better with the original, even if its matrix $B$ has nothing to do with the eigenvectors of $C$. The best overlap should be the square root of the sum of the $r$ largest squared eigenvalues. Can this be proved rigorously, with a proof that a machine has checked?

## Bounding the overlap by the leading natural weight

Yes. In $n$ orthonormal real orbitals $\varphi_i$, the spatial function is $\sum_{ij}C_{ij}\varphi_i(x_1)\varphi_j(x_2)$, and its overlap with the function of $B$ is $\operatorname{tr}(C^TB)$. Write $C=U\operatorname{diag}(c)U^T$ with $U$ orthogonal and $|c_0|\ge|c_1|\ge\dots$, and let $W_r=\sum_{i<r}c_i^2$, where $r\le n$.

Set $D=U^TBU$. It has the same Frobenius norm and rank as $B$, and
$$\operatorname{tr}(C^TB)=\sum_k c_kD_{kk}.$$

Diagonalise $DD^T=V\operatorname{diag}(l)V^T$ with $V$ orthogonal, and put $E=V^TD$. Then $EE^T=\operatorname{diag}(l)$, so row $i$ of $E$ has squared length $l_i$. Let $S$ be the set of $i$ with $l_i\ne0$. The rank condition gives $|S|\le r$, and all rows outside $S$ vanish. Since $D=VE$, the Cauchy–Schwarz inequality gives
$$\Big(\sum_k\sum_{i\in S}c_kV_{ki}E_{ik}\Big)^2\le\Big(\sum_kp_kc_k^2\Big)\operatorname{tr}(B^TB),\qquad p_k=\sum_{i\in S}V_{ki}^2.$$

The rows and columns of $V$ have unit length, so $0\le p_k\le1$ and $\sum_kp_k=|S|\le r$. Take $t=c_r^2$ if $r<n$, and $t=0$ if $r=n$. Then $c_k^2\ge t$ for $k<r$ and $c_k^2\le t$ for $k\ge r$. With $\theta_k=1$ for $k<r$ and $0$ otherwise, in both cases
$$p_kc_k^2\le\theta_kc_k^2+(p_k-\theta_k)t.$$
Summing over $k$ gives $\sum_kp_kc_k^2\le W_r+(\sum_kp_k-r)t\le W_r$. For $\operatorname{tr}(B^TB)=1$, the overlap is therefore at most $\sqrt{W_r}$.

Now let $r\ge1$. If $W_r>0$, the matrix
$$B=W_r^{-1/2}\,U\operatorname{diag}(c_0,\dots,c_{r-1},0,\dots,0)\,U^T$$
has norm one and overlap $W_r/\sqrt{W_r}=\sqrt{W_r}$. If $W_r=0$, the ordering forces $C=0$, and the single configuration $u_0u_0^T$, with $u_0$ the first column of $U$, attains the bound zero.

## What `max_overlap` says

`overlap C B` is $\operatorname{tr}(C^TB)$, so `overlap B B = 1` is normalisation. `IsNaturalExpansion C U c` states that $U$ is orthogonal, that $C=U\operatorname{diag}(c)U^T$, and that $|c|$ decreases; `exists_naturalExpansion` supplies such $U$ and $c$ for every symmetric $C$. `leadingWeight c r` is $W_r$, with indices counted from zero.

The first half of `max_overlap` is the bound for every normalised $B$ with `B.rank ≤ r`; the second gives a maximiser when `1 ≤ r`. At $r=0$ no normalised $B$ exists. $C$ need not be normalised, and $B$ need not be symmetric, although the maximiser constructed above is.

For a normalised two-electron singlet function with real amplitudes in a finite real orbital basis, and $1\le r\le n$, $W_r$ is thus the largest squared overlap with a normalised real function of rank at most $r$. The result concerns overlap, not energy, and does not treat triplets, complex amplitudes or more electrons.

In Lean 4 with Mathlib:

```lean
import Mathlib

open Matrix

namespace NaturalOrbitalOverlap

noncomputable section

variable {n : ℕ}

/-- The overlap `tr(Cᵀ B)` of two pair functions with real amplitude matrices `C` and `B`. -/
def overlap (C B : Matrix (Fin n) (Fin n) ℝ) : ℝ := (Cᵀ * B).trace

/-- The natural expansion of `C`: orthonormal orbitals (the columns of `U`) in which `C` is
diagonal, with eigenvalues `c` ordered by decreasing absolute value. -/
structure IsNaturalExpansion (C U : Matrix (Fin n) (Fin n) ℝ) (c : Fin n → ℝ) : Prop where
  orth : Uᵀ * U = 1
  expand : C = U * diagonal c * Uᵀ
  ordered : ∀ i j, i ≤ j → |c j| ≤ |c i|

/-- The sum of the squares of the first `r` coefficients. -/
def leadingWeight (c : Fin n → ℝ) (r : ℕ) : ℝ :=
  ∑ i : Fin n, if i.val < r then c i ^ 2 else 0

/-- The pair function with coefficients `a` on the first `r` orbitals of `U` and none beyond. -/
def leadingPart (U : Matrix (Fin n) (Fin n) ℝ) (a : Fin n → ℝ) (r : ℕ) :
    Matrix (Fin n) (Fin n) ℝ :=
  U * diagonal (fun i : Fin n => if i.val < r then a i else 0) * Uᵀ

/-- Every real symmetric amplitude matrix has a natural expansion. -/
theorem exists_naturalExpansion (C : Matrix (Fin n) (Fin n) ℝ) (hC : Cᵀ = C) :
    ∃ (U : Matrix (Fin n) (Fin n) ℝ) (c : Fin n → ℝ), IsNaturalExpansion C U c := by
  have hH : C.IsHermitian := (Matrix.conjTranspose_eq_transpose_of_trivial C).trans hC
  have hl := hH.mulVec_eigenvectorBasis
  generalize hH.eigenvectorBasis = b at hl
  generalize hH.eigenvalues = l at hl
  -- sort the eigenvalues by decreasing absolute value
  obtain ⟨f, hf⟩ : ∃ f : Fin n → ℝ, ∀ i, f i = -|l i| := ⟨fun i => -|l i|, fun _ => rfl⟩
  obtain ⟨s, hs⟩ : ∃ s : Equiv.Perm (Fin n), ∀ i j, i ≤ j → f (s i) ≤ f (s j) :=
    ⟨Tuple.sort f, fun i j hij => Tuple.monotone_sort f hij⟩
  obtain ⟨U, hUe⟩ : ∃ U : Matrix (Fin n) (Fin n) ℝ, ∀ i j, U i j = (b (s j)).ofLp i :=
    ⟨fun i j => (b (s j)).ofLp i, fun _ _ => rfl⟩
  have hin : ∀ x y, ∑ i, (b x).ofLp i * (b y).ofLp i = inner ℝ (b x) (b y) := by
    intro x y
    rw [PiLp.inner_apply]
    refine Finset.sum_congr rfl fun i _ => ?_
    rw [RCLike.inner_apply, conj_trivial, mul_comm]
  have hU : Uᵀ * U = 1 := by
    ext j k
    rw [Matrix.mul_apply]
    simp only [Matrix.transpose_apply, hUe]
    rw [hin]
    by_cases hjk : j = k
    · subst hjk
      rw [Matrix.one_apply_eq, real_inner_self_eq_norm_sq, b.orthonormal.1 (s j), one_pow]
    · rw [Matrix.one_apply_ne hjk]
      exact b.orthonormal.2 (fun e => hjk (s.injective e))
  have hCU : C * U = U * diagonal (fun j => l (s j)) := by
    ext i j
    have h : ∑ k, C i k * (b (s j)).ofLp k = l (s j) * (b (s j)).ofLp i := congrFun (hl (s j)) i
    rw [Matrix.mul_diagonal, Matrix.mul_apply]
    simp only [hUe]
    rw [h, mul_comm]
  refine ⟨U, fun j => l (s j), hU, ?_, fun i j hij => ?_⟩
  · rw [← hCU, Matrix.mul_assoc, mul_eq_one_comm.mp hU, Matrix.mul_one]
  · have h := hs i j hij
    rw [hf, hf] at h
    exact neg_le_neg_iff.mp h

/-- The overlap is the sum of products of corresponding amplitudes. -/
theorem overlap_eq_sum (C B : Matrix (Fin n) (Fin n) ℝ) :
    overlap C B = ∑ i, ∑ j, C i j * B i j := by
  simp only [overlap, Matrix.trace, Matrix.diag_apply, Matrix.mul_apply, Matrix.transpose_apply]
  exact Finset.sum_comm

/-- The Cauchy-Schwarz inequality for the overlap of pair functions. -/
theorem overlap_cauchy_schwarz (X Y : Matrix (Fin n) (Fin n) ℝ) :
    overlap X Y ^ 2 ≤ overlap X X * overlap Y Y := by
  have h := Finset.sum_mul_sq_le_sq_mul_sq (Finset.univ : Finset (Fin n × Fin n))
    (fun x => X x.1 x.2) (fun x => Y x.1 x.2)
  simp only [Fintype.sum_prod_type] at h
  simpa only [overlap_eq_sum, pow_two] using h

/-- The amplitude matrix `leadingPart U a r`, a truncated diagonal expansion, has rank at most `r`.
-/
theorem rank_leadingPart_le (U : Matrix (Fin n) (Fin n) ℝ) (a : Fin n → ℝ) (r : ℕ) :
    (leadingPart U a r).rank ≤ r := by
  unfold leadingPart
  generalize hd : (fun i : Fin n => if i.val < r then a i else 0) = d
  have h0 : ∀ i, d i ≠ 0 → i.val < r := by
    intro i hi
    by_contra h
    exact hi (by rw [← hd]; exact if_neg h)
  refine (Matrix.rank_mul_le_left (U * diagonal d) Uᵀ).trans
    ((Matrix.rank_mul_le_right U (diagonal d)).trans ?_)
  rw [Matrix.rank_diagonal]
  refine le_trans (Fintype.card_le_of_injective
    (fun i : {i : Fin n // d i ≠ 0} => (⟨i.1.val, h0 i.1 i.2⟩ : Fin r)) ?_) (Fintype.card_fin r).le
  intro i j hij
  have hval := congrArg (fun x : Fin r => x.val) hij
  exact Subtype.ext (Fin.ext hval)

/-- Weights between zero and one with total at most `r` collect no more of the ordered squared
coefficients than the first `r` of them. -/
theorem weighted_sum_le {c p : Fin n → ℝ} {r : ℕ} (hrn : r ≤ n)
    (hc : ∀ i j, i ≤ j → |c j| ≤ |c i|) (h0 : ∀ k, 0 ≤ p k) (h1 : ∀ k, p k ≤ 1)
    (hp : ∑ k, p k ≤ (r : ℝ)) : ∑ k, p k * c k ^ 2 ≤ leadingWeight c r := by
  -- a threshold between the coefficients kept and those left out
  obtain ⟨t, ht, hlo, hhi⟩ : ∃ t : ℝ, 0 ≤ t ∧ (∀ k : Fin n, k.val < r → t ≤ c k ^ 2) ∧
      (∀ k : Fin n, r ≤ k.val → c k ^ 2 ≤ t) := by
    rcases hrn.lt_or_eq with hr | hr
    · exact ⟨c ⟨r, hr⟩ ^ 2, sq_nonneg _,
        fun k hk => sq_le_sq.mpr (hc k ⟨r, hr⟩ (Fin.le_def.mpr hk.le)),
        fun k hk => sq_le_sq.mpr (hc ⟨r, hr⟩ k (Fin.le_def.mpr hk))⟩
    · exact ⟨0, le_rfl, fun k _ => sq_nonneg _, fun k hk => absurd k.isLt (by omega)⟩
  have hcount : ∑ k : Fin n, (if k.val < r then (1 : ℝ) else 0) = r := by
    have e : (Finset.range n).filter (fun k => k < r) = Finset.range r := by
      ext k
      simp only [Finset.mem_filter, Finset.mem_range]
      omega
    rw [Fin.sum_univ_eq_sum_range (fun k => if k < r then (1 : ℝ) else 0) n,
      ← Finset.sum_filter, e, Finset.sum_const, Finset.card_range, nsmul_eq_mul, mul_one]
  have hs : ∑ k, p k * c k ^ 2 ≤ ∑ k : Fin n, ((if k.val < r then c k ^ 2 else 0)
      + (p k - if k.val < r then 1 else 0) * t) := by
    refine Finset.sum_le_sum fun k _ => ?_
    split_ifs with h
    · linarith [mul_nonneg (sub_nonneg.mpr (h1 k)) (sub_nonneg.mpr (hlo k h))]
    · linarith [mul_nonneg (h0 k) (sub_nonneg.mpr (hhi k (not_lt.mp h)))]
  rw [Finset.sum_add_distrib, ← Finset.sum_mul, Finset.sum_sub_distrib, hcount] at hs
  unfold leadingWeight
  linarith [mul_nonneg (sub_nonneg.mpr hp) ht]

/-- For ordered coefficients `c` and a matrix `D` of rank at most `r`, the squared sum of the
`c k * D k k` is at most the leading weight of `c` times the squared norm of `D`. -/
theorem diagonal_sum_sq_le {D : Matrix (Fin n) (Fin n) ℝ} {c : Fin n → ℝ} {r : ℕ} (hrn : r ≤ n)
    (hc : ∀ i j, i ≤ j → |c j| ≤ |c i|) (hD : D.rank ≤ r) :
    (∑ k, c k * D k k) ^ 2 ≤ leadingWeight c r * overlap D D := by
  obtain ⟨V, l, hV⟩ := exists_naturalExpansion (D * Dᵀ)
    (by rw [Matrix.transpose_mul, Matrix.transpose_transpose])
  have hV' : V * Vᵀ = 1 := mul_eq_one_comm.mp hV.orth
  obtain ⟨E, hE⟩ : ∃ E : Matrix (Fin n) (Fin n) ℝ, E = Vᵀ * D := ⟨_, rfl⟩
  have hVE : V * E = D := by rw [hE, ← Matrix.mul_assoc, hV', Matrix.one_mul]
  -- the rows of `E` are orthogonal, and at most `r` of them are nonzero
  have hEE : E * Eᵀ = diagonal l := by
    calc E * Eᵀ = Vᵀ * (D * Dᵀ) * V := by
          rw [hE]; simp only [Matrix.transpose_mul, Matrix.transpose_transpose, Matrix.mul_assoc]
      _ = (Vᵀ * V) * diagonal l * (Vᵀ * V) := by
          rw [hV.expand]; simp only [Matrix.mul_assoc]
      _ = diagonal l := by rw [hV.orth, Matrix.one_mul, Matrix.mul_one]
  obtain ⟨S, hmem⟩ : ∃ S : Finset (Fin n), ∀ i, i ∈ S ↔ l i ≠ 0 :=
    ⟨Finset.univ.filter (fun i => l i ≠ 0), fun i => by simp⟩
  have hS : S.card ≤ r := by
    have h1 : (diagonal l).rank ≤ r := by
      rw [← hEE, hE]
      exact (Matrix.rank_mul_le_left (Vᵀ * D) (Vᵀ * D)ᵀ).trans
        ((Matrix.rank_mul_le_right Vᵀ D).trans hD)
    rwa [Matrix.rank_diagonal, Fintype.card_of_subtype S hmem] at h1
  have hE0 : ∀ i, i ∉ S → ∀ j, E i j = 0 := by
    intro i hi j
    have hl : l i = 0 := by
      by_contra h
      exact hi ((hmem i).mpr h)
    have h1 := congrFun (congrFun hEE i) i
    rw [Matrix.mul_apply, Matrix.diagonal_apply_eq, hl] at h1
    have h2 := (Finset.sum_eq_zero_iff_of_nonneg (s := Finset.univ)
      (f := fun k => E i k * E i k) (fun k _ => mul_self_nonneg (E i k))).mp h1 j
      (Finset.mem_univ j)
    exact mul_self_eq_zero.mp h2
  have hrow : ∀ k, ∑ i, V k i ^ 2 = 1 := by
    intro k
    have h := congrFun (congrFun hV' k) k
    rw [Matrix.mul_apply, Matrix.one_apply_eq] at h
    simpa only [pow_two, Matrix.transpose_apply] using h
  have hcol : ∀ i, ∑ k, V k i ^ 2 = 1 := by
    intro i
    have h := congrFun (congrFun hV.orth i) i
    rw [Matrix.mul_apply, Matrix.one_apply_eq] at h
    simpa only [pow_two, Matrix.transpose_apply] using h
  obtain ⟨X, hX⟩ : ∃ X : Matrix (Fin n) (Fin n) ℝ,
      ∀ k i, X k i = if i ∈ S then c k * V k i else 0 := ⟨fun k i => _, fun _ _ => rfl⟩
  have h1 : ∑ k, c k * D k k = overlap X Eᵀ := by
    rw [overlap_eq_sum]
    refine Finset.sum_congr rfl fun k _ => ?_
    have h : D k k = ∑ i, V k i * E i k := by
      conv_lhs => rw [← hVE, Matrix.mul_apply]
    rw [h, Finset.mul_sum]
    refine Finset.sum_congr rfl fun i _ => ?_
    rw [hX, Matrix.transpose_apply]
    by_cases hi : i ∈ S
    · rw [if_pos hi, mul_assoc]
    · rw [if_neg hi, hE0 i hi k, mul_zero, mul_zero, mul_zero]
  have h2 : overlap Eᵀ Eᵀ = overlap D D := by
    have e : Eᵀ * E = Dᵀ * D := by
      rw [hE, Matrix.transpose_mul, Matrix.transpose_transpose, Matrix.mul_assoc,
        ← Matrix.mul_assoc V, hV', Matrix.one_mul]
    unfold overlap
    rw [Matrix.transpose_transpose, Matrix.trace_mul_comm, e]
  have h3 : overlap X X ≤ leadingWeight c r := by
    have e : overlap X X = ∑ k, (∑ i, if i ∈ S then V k i ^ 2 else 0) * c k ^ 2 := by
      rw [overlap_eq_sum]
      refine Finset.sum_congr rfl fun k _ => ?_
      rw [Finset.sum_mul]
      refine Finset.sum_congr rfl fun i _ => ?_
      rw [hX]
      split_ifs <;> ring
    have hp : ∀ i, ∑ k, (if i ∈ S then V k i ^ 2 else 0) = if i ∈ S then (1 : ℝ) else 0 := by
      intro i
      by_cases hi : i ∈ S
      · simp only [if_pos hi]
        exact hcol i
      · simp only [if_neg hi, Finset.sum_const_zero]
    rw [e]
    refine weighted_sum_le (p := fun k => ∑ i, if i ∈ S then V k i ^ 2 else 0) hrn hc
      (fun k => ?_) (fun k => ?_) ?_
    · refine Finset.sum_nonneg fun i _ => ?_
      split_ifs
      exacts [sq_nonneg _, le_rfl]
    · refine le_trans (Finset.sum_le_sum fun i _ => ?_) (hrow k).le
      split_ifs
      exacts [le_rfl, sq_nonneg _]
    · rw [Finset.sum_comm]
      simp only [hp]
      rw [Finset.sum_ite_mem, Finset.univ_inter, Finset.sum_const, nsmul_eq_mul, mul_one]
      exact_mod_cast hS
  have h4 : 0 ≤ overlap D D := by
    rw [overlap_eq_sum]
    exact Finset.sum_nonneg fun i _ => Finset.sum_nonneg fun j _ => mul_self_nonneg (D i j)
  have h5 := overlap_cauchy_schwarz X Eᵀ
  rw [h2] at h5
  rw [h1]
  exact h5.trans (mul_le_mul_of_nonneg_right h3 h4)

/-- The squared overlap of `C` with any `B` of rank at most `r` is at most the leading weight
of `C` times the squared norm of `B`. -/
theorem overlap_sq_le {C U B : Matrix (Fin n) (Fin n) ℝ} {c : Fin n → ℝ} {r : ℕ}
    (h : IsNaturalExpansion C U c) (hrn : r ≤ n) (hB : B.rank ≤ r) :
    overlap C B ^ 2 ≤ leadingWeight c r * overlap B B := by
  have hU' : U * Uᵀ = 1 := mul_eq_one_comm.mp h.orth
  -- pass to the natural orbitals, where only the diagonal of `B` matters
  have e1 : overlap C B = ∑ k, c k * (Uᵀ * (B * U)) k k := by
    have e : Cᵀ * B = U * (diagonal c * (Uᵀ * B)) := by
      rw [h.expand]
      simp only [Matrix.transpose_mul, Matrix.transpose_transpose, Matrix.diagonal_transpose,
        Matrix.mul_assoc]
    rw [overlap, e, Matrix.trace_mul_comm]
    simp only [Matrix.mul_assoc, Matrix.trace, Matrix.diag_apply, Matrix.diagonal_mul]
  have e2 : overlap (Uᵀ * (B * U)) (Uᵀ * (B * U)) = overlap B B := by
    have e : (Uᵀ * (B * U))ᵀ * (Uᵀ * (B * U)) = Uᵀ * (Bᵀ * (U * Uᵀ) * B) * U := by
      simp only [Matrix.transpose_mul, Matrix.transpose_transpose, Matrix.mul_assoc]
    unfold overlap
    rw [e, hU', Matrix.mul_one, Matrix.trace_mul_comm, ← Matrix.mul_assoc, hU', Matrix.one_mul]
  rw [e1, ← e2]
  exact diagonal_sum_sq_le hrn h.ordered ((Matrix.rank_mul_le_right Uᵀ (B * U)).trans
    ((Matrix.rank_mul_le_left B U).trans hB))

/-- Two pair functions diagonal in the same orthonormal orbitals overlap through the products
of their coefficients. -/
theorem overlap_diagonal {U : Matrix (Fin n) (Fin n) ℝ} (hU : Uᵀ * U = 1) (a b : Fin n → ℝ) :
    overlap (U * diagonal a * Uᵀ) (U * diagonal b * Uᵀ) = ∑ i, a i * b i := by
  have h : (U * diagonal a * Uᵀ)ᵀ * (U * diagonal b * Uᵀ)
      = U * (diagonal a * (Uᵀ * U) * diagonal b) * Uᵀ := by
    simp only [Matrix.transpose_mul, Matrix.transpose_transpose, Matrix.diagonal_transpose,
      Matrix.mul_assoc]
  rw [overlap, h, hU, Matrix.mul_one, Matrix.diagonal_mul_diagonal, Matrix.trace_mul_comm,
    ← Matrix.mul_assoc, hU, Matrix.one_mul, Matrix.trace_diagonal]

/-- A normalised pair function of rank at most `r` overlaps with `C` by at most the square root
of the sum of the `r` largest squared eigenvalues, and for `1 ≤ r ≤ n` the bound is attained. -/
theorem max_overlap {C U : Matrix (Fin n) (Fin n) ℝ} {c : Fin n → ℝ} {r : ℕ}
    (h : IsNaturalExpansion C U c) (hrn : r ≤ n) :
    (∀ B : Matrix (Fin n) (Fin n) ℝ, B.rank ≤ r → overlap B B = 1 →
      overlap C B ≤ Real.sqrt (leadingWeight c r)) ∧
    (1 ≤ r → ∃ B : Matrix (Fin n) (Fin n) ℝ, B.rank ≤ r ∧ overlap B B = 1 ∧
      overlap C B = Real.sqrt (leadingWeight c r)) := by
  have hsq : ∀ B : Matrix (Fin n) (Fin n) ℝ, B.rank ≤ r → overlap B B = 1 →
      overlap C B ^ 2 ≤ leadingWeight c r := by
    intro B hB hn
    have h1 := overlap_sq_le h hrn hB
    rwa [hn, mul_one] at h1
  refine ⟨fun B hB hn => (le_abs_self _).trans (Real.abs_le_sqrt (hsq B hB hn)), fun hr => ?_⟩
  have hw : 0 ≤ leadingWeight c r := by
    unfold leadingWeight
    refine Finset.sum_nonneg fun i _ => ?_
    split_ifs
    exacts [sq_nonneg _, le_rfl]
  have hnorm : ∀ a : Fin n → ℝ,
      overlap (leadingPart U a r) (leadingPart U a r) = leadingWeight a r := by
    intro a
    rw [leadingPart, overlap_diagonal h.orth, leadingWeight]
    refine Finset.sum_congr rfl fun i _ => ?_
    split_ifs <;> ring
  rcases hw.eq_or_lt with h0 | hpos
  · -- no leading weight: every admissible function has overlap zero, so one suffices
    obtain ⟨i₀, hi₀⟩ : ∃ i : Fin n, i.val < r := ⟨⟨0, by omega⟩, hr⟩
    have h1 : overlap (leadingPart U (fun i => if i = i₀ then 1 else 0) r)
        (leadingPart U (fun i => if i = i₀ then 1 else 0) r) = 1 := by
      rw [hnorm, leadingWeight, Finset.sum_eq_single i₀]
      · simp [hi₀]
      · intro i _ hi
        simp [hi]
      · intro hi
        exact absurd (Finset.mem_univ i₀) hi
    refine ⟨_, rank_leadingPart_le U _ r, h1, ?_⟩
    have h2 := hsq _ (rank_leadingPart_le U _ r) h1
    rw [← h0] at h2
    rw [← h0, Real.sqrt_zero]
    exact pow_eq_zero_iff two_ne_zero |>.mp (le_antisymm h2 (sq_nonneg _))
  · -- otherwise normalise the leading part of the natural expansion
    have hA : ∀ s : ℝ, leadingWeight (fun i => c i * s) r = leadingWeight c r * s ^ 2 := by
      intro s
      rw [leadingWeight, leadingWeight, Finset.sum_mul]
      refine Finset.sum_congr rfl fun i _ => ?_
      split_ifs <;> ring
    have hO : ∀ s : ℝ, overlap C (leadingPart U (fun i => c i * s) r)
        = leadingWeight c r * s := by
      intro s
      rw [leadingPart, h.expand, overlap_diagonal h.orth, leadingWeight, Finset.sum_mul]
      refine Finset.sum_congr rfl fun i _ => ?_
      split_ifs <;> ring
    refine ⟨leadingPart U (fun i => c i * (Real.sqrt (leadingWeight c r))⁻¹) r,
      rank_leadingPart_le U _ r, ?_, ?_⟩
    · rw [hnorm, hA, inv_pow, Real.sq_sqrt hw, mul_inv_cancel₀ hpos.ne']
    · rw [hO, ← div_eq_mul_inv, Real.div_sqrt]

end

end NaturalOrbitalOverlap
```

```lean
#print axioms NaturalOrbitalOverlap.max_overlap
```

```
'NaturalOrbitalOverlap.max_overlap' depends on axioms: [propext, Classical.choice, Quot.sound]
```

## From the rotation to the maximiser

`exists_naturalExpansion` takes Mathlib's eigenvector basis and sorts it by decreasing absolute value of the eigenvalues. `overlap_eq_sum` turns the trace into a double sum, to which `overlap_cauchy_schwarz` applies the inequality for finite sums.

`weighted_sum_le` is the threshold argument: `linarith` receives the products $(1-p_k)(c_k^2-t)\ge0$ for $k<r$ and $p_k(t-c_k^2)\ge0$ for the rest. `diagonal_sum_sq_le` builds $V$, $E$ and $S$, and its matrix `X` holds the entries $c_kV_{ki}$ for $i\in S$. `overlap_sq_le` performs the rotation to $D$.

For attainment, `rank_leadingPart_le` bounds the rank of the truncated expansion, and `overlap_diagonal` evaluates its norm and overlap. In `max_overlap`, `Real.abs_le_sqrt` takes the root of the squared bound, and `rcases hw.eq_or_lt` separates $W_r=0$ from $W_r>0$. In the zero case, the squared bound itself forces the overlap to vanish.
